# The 4 : 7 polarization weights of the quartic Euler–Heisenberg term in a magnetic field

**Q:** To predict the ellipticity a laser beam acquires in a magnet's evacuated bore, I need the refractive indices of its two linear polarizations. I take the part of the Euler–Heisenberg Lagrangian quadratic in the probe field and insert the weights 4 and 7. Where do they come from?

**A:** From a short expansion, valid for weak, slowly varying fields. Let $k$ be the unit propagation direction, $e$ the unit electric polarization with $k\cdot e=0$, and $b=k\times e$ the magnetic direction. With $c=1$, a free wave has equal electric and magnetic amplitudes, so in a static magnetic field $B$ the fields are $te$ and $B+tb$, with $t$ the probe amplitude.

Since $b^2=k^2e^2-(k\cdot e)^2=1$ and $e\cdot b=0$, the two invariants are

$$t^2-(B^2+2t\,B\cdot b+t^2)=-B^2-2t\,B\cdot b,$$
$$te\cdot(B+tb)=t\,B\cdot e.$$

Squaring both and weighting the second by 7 gives

$$B^4+4tB^2(B\cdot b)+t^2\left[4(B\cdot b)^2+7(B\cdot e)^2\right].$$

The bracket is the response $R$. As $k,e,b$ are orthonormal,

$$(B\cdot b)^2+(B\cdot e)^2=B^2-(B\cdot k)^2=|k\times B|^2.$$

So $R=4|k\times B|^2$ if $B\cdot e=0$, and $R=7|k\times B|^2$ if $B\cdot b=0$.

**Q:** What does the Lean version take as its starting point?

**A:** Fields are real three-component vectors, `⬝ᵥ` is the dot product and `⨯₃` the cross product.

```lean
import Mathlib

open Matrix

namespace EulerHeisenbergBirefringence

noncomputable section

/-- The quartic term of the weak-field Euler-Heisenberg Lagrangian, without its overall
constant: `(E² - B²)² + 7 (E·B)²`. -/
def quarticTerm (E B : Fin 3 → ℝ) : ℝ :=
  (E ⬝ᵥ E - B ⬝ᵥ B) ^ 2 + 7 * (E ⬝ᵥ B) ^ 2
```

The relative factor 7 is put in by definition. It stands for the one-loop effect of virtual electron–positron pairs; the loop integral isn't derived here. The overall constant is omitted and cancels in ratios.

```lean
/-- `k` is a unit propagation direction and `e` a unit electric polarization orthogonal
to it. -/
def IsPolarization (k e : Fin 3 → ℝ) : Prop :=
  k ⬝ᵥ k = 1 ∧ e ⬝ᵥ e = 1 ∧ k ⬝ᵥ e = 0
```

This predicate contains all the conditions on `k` and `e`. The free-wave relation between the probe's fields, electric part $te$ and magnetic part $t\,(k\times e)$, is a further assumption, built into `response` below. The background `B` is unrestricted.

**Q:** And is the response simply defined to be the answer?

**A:** No, it is half a second derivative of the quartic term on the actual fields.

```lean
/-- The second-order response of the quartic term to a probe wave in a background magnetic
field `B`: half the second derivative, at amplitude `t = 0`, of the term evaluated on the
fields `t e` and `B + t (k × e)`. -/
def response (k e B : Fin 3 → ℝ) : ℝ :=
  deriv (deriv fun t : ℝ => quarticTerm (t • e) (B + t • (k ⨯₃ e))) 0 / 2
```

The main theorem, `response_eq`, says that for every admissible `k`, `e` and every `B`, this derivative gives $4(B\cdot b)^2+7(B\cdot e)^2$, and that the two squared components sum to $|k\times B|^2$.

**Q:** But `response` is not a refractive index.

**A:** Correct, and that is the step left to you: the dispersion relation. With Lagrangian $\tfrac12(E^2-B^2)+\xi\left[(E^2-B^2)^2+7(E\cdot B)^2\right]$, where $\xi$ is the small omitted constant, first-order perturbation theory gives $n-1\approx\xi R$ for a polarization that propagates unchanged, meaning $B\cdot e=0$ or $B\cdot b=0$. The ratio 7/4 therefore concerns $n-1$, not $n$. Also check your labels: "parallel" may refer to the wave's electric or magnetic vector, depending on the text. Here `e` is electric, and weight 7 belongs to $e$ along the transverse part of $B$.

**Q:** Take me through the proof, then.

**A:** First, $b$ is a unit vector orthogonal to $k$ and $e$. It is thus itself an allowed electric polarization, which we need for comparing the two modes.

```lean
/-- For a polarization `e` of a wave along `k`, the magnetic direction `k × e` is itself a
polarization of a wave along `k`, and it is orthogonal to `e`. -/
theorem magnetic_direction {k e : Fin 3 → ℝ} (h : IsPolarization k e) :
    IsPolarization k (k ⨯₃ e) ∧ e ⬝ᵥ (k ⨯₃ e) = 0 := by
  obtain ⟨hk, he, hke⟩ := h
  refine ⟨⟨hk, ?_, dot_self_cross k e⟩, dot_cross_self k e⟩
  rw [cross_dot_cross, dotProduct_comm e k, hk, he, hke]
  norm_num
```

Next comes the transverse decomposition. Instead of expanding $B$ in a basis, Lean writes the squared triple product $(B\cdot(k\times e))^2$ as the Gram determinant of $B,k,e$. Orthonormality reduces it to $B^2-(B\cdot k)^2-(B\cdot e)^2$.

```lean
/-- The squared components of `B` along the magnetic and electric polarizations of a wave
along `k` add up to `|k × B|²`. -/
theorem transverse_decomposition {k e : Fin 3 → ℝ} (h : IsPolarization k e)
    (B : Fin 3 → ℝ) :
    (B ⬝ᵥ (k ⨯₃ e)) ^ 2 + (B ⬝ᵥ e) ^ 2 = (k ⨯₃ B) ⬝ᵥ (k ⨯₃ B) := by
  obtain ⟨hk, he, hke⟩ := h
  -- the squared triple product is a Gram determinant
  have gram : (B ⬝ᵥ (k ⨯₃ e)) ^ 2 =
      (B ⬝ᵥ B) * ((k ⬝ᵥ k) * (e ⬝ᵥ e) - (k ⬝ᵥ e) ^ 2)
        - (B ⬝ᵥ k) * ((B ⬝ᵥ k) * (e ⬝ᵥ e) - (k ⬝ᵥ e) * (B ⬝ᵥ e))
        + (B ⬝ᵥ e) * ((B ⬝ᵥ k) * (k ⬝ᵥ e) - (k ⬝ᵥ k) * (B ⬝ᵥ e)) := by
    simp [cross_apply, dotProduct, Fin.sum_univ_three]
    ring
  rw [gram, cross_dot_cross, dotProduct_comm k B, hk, he, hke]
  ring
```

The expansion in $t$ follows the calculation above: `simp only` distributes the dot products, `rw` inserts $e^2=b^2=1$ and $e\cdot b=0$, and `ring` collects powers.

```lean
/-- On the fields `t e` and `B + t (k × e)` of a polarized probe in a background `B`, the quartic
term is exactly a polynomial of degree at most two in the amplitude `t`. -/
theorem quarticTerm_probe {k e : Fin 3 → ℝ} (h : IsPolarization k e)
    (B : Fin 3 → ℝ) (t : ℝ) :
    quarticTerm (t • e) (B + t • (k ⨯₃ e)) =
      (B ⬝ᵥ B) ^ 2 + 4 * (B ⬝ᵥ B) * (B ⬝ᵥ (k ⨯₃ e)) * t
        + (4 * (B ⬝ᵥ (k ⨯₃ e)) ^ 2 + 7 * (B ⬝ᵥ e) ^ 2) * t ^ 2 := by
  obtain ⟨⟨_, hbb, _⟩, heb⟩ := magnetic_direction h
  simp only [quarticTerm, dotProduct_add, add_dotProduct, smul_dotProduct,
    dotProduct_smul, smul_eq_mul]
  rw [dotProduct_comm (k ⨯₃ e) B, dotProduct_comm e B, h.2.1, hbb, heb]
  ring
```

The calculus is a separate lemma about $a+bt+ct^2$. Its `b` is a plain coefficient, not the magnetic direction. `HasDerivAt` supplies the two derivatives explicitly.

```lean
/-- Half the second derivative at `t = 0` of `a + b t + c t²` is `c`. -/
lemma half_second_deriv (a b c : ℝ) :
    deriv (deriv fun t : ℝ => a + b * t + c * t ^ 2) 0 / 2 = c := by
  have h1 : (deriv fun t : ℝ => a + b * t + c * t ^ 2) = fun t => b + 2 * c * t := by
    funext t
    have h := (((hasDerivAt_id' t).const_mul b).const_add a).fun_add
      (((hasDerivAt_id' t).fun_pow 2).const_mul c)
    have h' : HasDerivAt (fun t : ℝ => a + b * t + c * t ^ 2) (b + 2 * c * t) t :=
      h.congr_deriv (by simp; ring)
    exact h'.deriv
  have h2 : HasDerivAt (fun t : ℝ => b + 2 * c * t) (2 * c) 0 :=
    (((hasDerivAt_id' (0 : ℝ)).const_mul (2 * c)).const_add b).congr_deriv (by ring)
  rw [h1, h2.deriv]
  ring
```

**Q:** How do the polynomial and the derivative meet?

**A:** Through function extensionality, `funext`.

```lean
/-- The response to a probe with polarization `e` along `k` weights the squared component
of `B` along `k × e` by 4 and that along `e` by 7; the two squared components add up to
`|k × B|²`. -/
theorem response_eq {k e : Fin 3 → ℝ} (h : IsPolarization k e) (B : Fin 3 → ℝ) :
    response k e B = 4 * (B ⬝ᵥ (k ⨯₃ e)) ^ 2 + 7 * (B ⬝ᵥ e) ^ 2 ∧
      (B ⬝ᵥ (k ⨯₃ e)) ^ 2 + (B ⬝ᵥ e) ^ 2 = (k ⨯₃ B) ⬝ᵥ (k ⨯₃ B) := by
  refine ⟨?_, transverse_decomposition h B⟩
  unfold response
  rw [funext (quarticTerm_probe h B)]
  exact half_second_deriv _ _ _
```

`quarticTerm_probe h B` is an equality of numbers for each `t`. But `deriv` acts on a function, and equality at $t=0$ alone would say nothing about slopes. `funext` turns the family of equalities into one equality of functions, which `rw` can substitute inside `deriv`. The quadratic lemma then reads off the coefficient.

**Q:** What if $B$ lies at an angle to both polarization directions?

**A:** Then the response lies between the two values, because

$$R=4|k\times B|^2+3(B\cdot e)^2=7|k\times B|^2-3(B\cdot b)^2.$$

Each bound is reached exactly when the corresponding square vanishes. `nlinarith` handles the inequalities, and `linarith` isolates the square in the equality cases.

```lean
/-- The response to a polarized probe lies between `4 |k × B|²` and `7 |k × B|²`. The lower
value is taken exactly when `B` is orthogonal to `e`, the upper one exactly when `B` is
orthogonal to `k × e`. -/
theorem response_bounds {k e : Fin 3 → ℝ} (h : IsPolarization k e) (B : Fin 3 → ℝ) :
    4 * ((k ⨯₃ B) ⬝ᵥ (k ⨯₃ B)) ≤ response k e B ∧
    response k e B ≤ 7 * ((k ⨯₃ B) ⬝ᵥ (k ⨯₃ B)) ∧
    (response k e B = 4 * ((k ⨯₃ B) ⬝ᵥ (k ⨯₃ B)) ↔ B ⬝ᵥ e = 0) ∧
    (response k e B = 7 * ((k ⨯₃ B) ⬝ᵥ (k ⨯₃ B)) ↔ B ⬝ᵥ (k ⨯₃ e) = 0) := by
  obtain ⟨hr, hs⟩ := response_eq h B
  rw [hr, ← hs]
  refine ⟨by nlinarith [sq_nonneg (B ⬝ᵥ e)],
    by nlinarith [sq_nonneg (B ⬝ᵥ (k ⨯₃ e))], ⟨fun h0 => ?_, fun h0 => ?_⟩,
    ⟨fun h0 => ?_, fun h0 => ?_⟩⟩
  · exact pow_eq_zero_iff (two_ne_zero) |>.mp (by linarith)
  · rw [h0]; ring
  · exact pow_eq_zero_iff (two_ne_zero) |>.mp (by linarith)
  · rw [h0]; ring
```

**Q:** And the orthogonal polarization?

**A:** Its electric vector is $b$, and its magnetic direction is $k\times(k\times e)=-e$. The sign disappears on squaring, so the weights swap places: $4(B\cdot e)^2+7(B\cdot b)^2$.

```lean
/-- Turning the polarization by a right angle twice reverses it, as seen by the component
of `B` along it. -/
lemma dot_double_cross {k e : Fin 3 → ℝ} (h : IsPolarization k e) (B : Fin 3 → ℝ) :
    B ⬝ᵥ (k ⨯₃ (k ⨯₃ e)) = -(B ⬝ᵥ e) := by
  have expand : B ⬝ᵥ (k ⨯₃ (k ⨯₃ e)) =
      (B ⬝ᵥ k) * (k ⬝ᵥ e) - (k ⬝ᵥ k) * (B ⬝ᵥ e) := by
    simp [cross_apply, dotProduct, Fin.sum_univ_three]
    ring
  rw [expand, h.1, h.2.2]
  ring
```

Adding the two responses gives $11|k\times B|^2$, whichever orthogonal pair you choose.

```lean
/-- The responses to the two orthogonal polarizations `e` and `k × e` add up to
`11 |k × B|²`. -/
theorem response_sum {k e : Fin 3 → ℝ} (h : IsPolarization k e) (B : Fin 3 → ℝ) :
    response k e B + response k (k ⨯₃ e) B = 11 * ((k ⨯₃ B) ⬝ᵥ (k ⨯₃ B)) := by
  rw [(response_eq h B).1, (response_eq (magnetic_direction h).1 B).1,
    dot_double_cross h B, ← transverse_decomposition h B]
  ring
```

**Q:** So the ratio is always 7/4?

**A:** Only for an aligned pair and a field with a transverse part. Suppose $B\cdot e=0$. Then $e$ has the lower value and $k\times e$ the upper one, and the common factor $|k\times B|^2$ cancels if it is nonzero. In the limiting case where $B$ points along the beam, or vanishes, $k\times B=0$: both responses are zero, and at this order there is no birefringence to form a ratio from.

```lean
/-- If `B` is orthogonal to the polarization `e` and `k × B` is nonzero, the responses to the
polarizations `k × e` and `e` are in the ratio 7 to 4. -/
theorem birefringence_ratio {k e B : Fin 3 → ℝ} (h : IsPolarization k e)
    (hBe : B ⬝ᵥ e = 0) (hB : k ⨯₃ B ≠ 0) :
    response k (k ⨯₃ e) B / response k e B = 7 / 4 := by
  have hK : (k ⨯₃ B) ⬝ᵥ (k ⨯₃ B) ≠ 0 := fun h0 => hB (dotProduct_self_eq_zero.mp h0)
  have h4 := (response_bounds h B).2.2.1.mpr hBe
  have h7 := (response_bounds (magnetic_direction h).1 B).2.2.2.mpr
    (by rw [dot_double_cross h B, hBe, neg_zero])
  rw [h4, h7, mul_div_mul_right _ _ hK]
```

**Q:** Give me a configuration I could set up.

**A:** Send the beam along the third axis, with its electric vector along the second and a unit field along the first. Then $b=(-1,0,0)$, and the responses are 4 for $e$ and 7 for $k\times e$. The last theorem confirms that this arrangement meets the conditions of the ratio theorem.

```lean
/-- A wave along the third axis, polarized along the second, in a unit magnetic field along
the first axis meets all the conditions of the ratio theorem. -/
theorem birefringence_ratio_witness :
    IsPolarization ![0, 0, 1] ![0, 1, 0] ∧
      (![1, 0, 0] : Fin 3 → ℝ) ⬝ᵥ ![0, 1, 0] = 0 ∧
      (![0, 0, 1] : Fin 3 → ℝ) ⨯₃ ![1, 0, 0] ≠ 0 := by
  refine ⟨?_, ?_, fun h => ?_⟩
  · simp [IsPolarization, dotProduct, Fin.sum_univ_three]
  · simp [dotProduct, Fin.sum_univ_three]
  · have h1 := congrFun h 1
    simp [cross_apply] at h1

end

end EulerHeisenbergBirefringence
```

```lean
#print axioms EulerHeisenbergBirefringence.quarticTerm_probe
#print axioms EulerHeisenbergBirefringence.response_sum
#print axioms EulerHeisenbergBirefringence.birefringence_ratio
```

```
'EulerHeisenbergBirefringence.quarticTerm_probe' depends on axioms: [propext, Classical.choice, Quot.sound]
'EulerHeisenbergBirefringence.response_sum' depends on axioms: [propext, Classical.choice, Quot.sound]
'EulerHeisenbergBirefringence.birefringence_ratio' depends on axioms: [propext, Classical.choice, Quot.sound]
```
